# Localized orbitals mixed from finitely many exponentials share the slowest decay if they contain it

Take two canonical orbitals with tails $e^{-x}$ and $e^{-2x}$ and mix them with equal weights:

$$f_1=\tfrac{1}{\sqrt2}\,(e^{-x}+e^{-2x}),\qquad f_2=\tfrac{1}{\sqrt2}\,(e^{-x}-e^{-2x}).$$

At large $x$ the second exponential is negligible, so both orbitals fall off like $e^{-x}/\sqrt2$. The mixing also couples their equations: $f_1''=\tfrac{1}{\sqrt2}(e^{-x}+4e^{-2x})=\tfrac52 f_1-\tfrac32 f_2$. Without mixing, the second orbital would keep its faster decay, so a shared rate depends on the slow component being present.

The same question arises for the localized orbitals of the Perdew-Zunger self-interaction correction, treated here in a one-dimensional model with finitely many purely exponential canonical tails.

## Orbitals, mixing and coupling matrix

The index $k$ runs over a finite set `n`. Canonical orbital $k$ is $\varphi_k(x)=c_k e^{-K_k x}$, with complex amplitude $c_k$ and real $K_k$. For a bound orbital of energy $\varepsilon_k<0$, in atomic units and with the potential neglected, $K_k=\sqrt{-2\varepsilon_k}$. The theorems accept any real $K_k$, although only positive values describe decay.

```lean
import Mathlib

open Matrix Filter Topology

namespace LocalizedOrbitalTails

noncomputable section

variable {n : Type*} [Fintype n] [DecidableEq n]

/-- The canonical orbitals at position `x`: exponentials with decay constants `K k` and
amplitudes `c k`. -/
def canonical (K : n → ℝ) (c : n → ℂ) (x : ℝ) : n → ℂ :=
  fun k => c k * ((Real.exp (-K k * x) : ℝ) : ℂ)
```

The localized orbitals are $f=U\varphi$, where `*ᵥ` is the matrix-vector product. The definition allows any square matrix $U$; unitarity enters as a hypothesis where it is needed.

```lean
/-- The localized orbitals at position `x`: the canonical orbitals mixed by the matrix `U`. -/
def localized (K : n → ℝ) (U : Matrix n n ℂ) (c : n → ℂ) (x : ℝ) : n → ℂ :=
  U *ᵥ canonical K c x
```

The last definition is $L=U\,\mathrm{diag}(K_k^2)\,U^*$, with the conjugate transpose written `Uᴴ`.

```lean
/-- The matrix `U diag(K²) U*`, with `U*` the conjugate transpose of `U`. -/
def coupling (K : n → ℝ) (U : Matrix n n ℂ) : Matrix n n ℂ :=
  U * Matrix.diagonal (fun k => (K k : ℂ) ^ 2) * Uᴴ
```

## (a) One orbital as a weighted sum

Show that

$$f_i(x)=\sum_k U_{ik}c_k e^{-K_kx}.$$

Row $i$ of the product $U\varphi$ is $\sum_k U_{ik}\varphi_k(x)$; insert $\varphi_k$. In Lean, it is enough to unfold the definitions and regroup the products.

```lean
omit [DecidableEq n] in
/-- A localized orbital is a sum of exponentials with weights `U i k * c k`. -/
theorem localized_apply (K : n → ℝ) (U : Matrix n n ℂ) (c : n → ℂ) (x : ℝ) (i : n) :
    localized K U c x i = ∑ k, U i k * c k * ((Real.exp (-K k * x) : ℝ) : ℂ) := by
  simp only [localized, canonical, Matrix.mulVec, dotProduct, mul_assoc]
```

## (b) The slope

Show that $f_i$ is differentiable, with

$$f_i'(x)=\sum_k U_{ik}(-K_kc_k)e^{-K_kx}.$$

The sum is finite, so differentiate term by term; each exponential yields a factor $-K_k$. The statement expresses the result as `localized` with new amplitudes $-K_kc_k$, which lets the lemma be applied a second time. `HasDerivAt` asserts differentiability together with the value. The proof differentiates the real exponential by the chain rule and then carries it into the complex numbers.

```lean
omit [DecidableEq n] in
/-- The slope of a localized orbital is the localized orbital with each canonical amplitude
multiplied by `-K k`. -/
theorem hasDerivAt_localized (K : n → ℝ) (U : Matrix n n ℂ) (c : n → ℂ) (i : n) (x : ℝ) :
    HasDerivAt (fun y => localized K U c y i)
      (localized K U (fun k => -(K k : ℂ) * c k) x i) x := by
  simp only [localized_apply]
  refine HasDerivAt.fun_sum fun k _ => ?_
  have h : HasDerivAt (fun y : ℝ => Real.exp (-K k * y))
      (Real.exp (-K k * x) * (-K k)) x := by
    simpa using ((hasDerivAt_id x).const_mul (-K k)).exp
  refine (h.ofReal_comp.const_mul (U i k * c k)).congr_deriv ?_
  push_cast
  ring
```

## (c) The coupling matrix acting on the orbitals

For unitary $U$, show that

$$(Lf)_i(x)=\sum_k U_{ik}K_k^2c_k e^{-K_kx}.$$

Since $U^*U=1$,

$$Lf=U\,\mathrm{diag}(K_k^2)\,U^*U\varphi=U\,\mathrm{diag}(K_k^2)\,\varphi,$$

and the diagonal matrix multiplies $\varphi_k$ by $K_k^2$. The `rw` line performs this cancellation, with `h` supplying $U^*U=1$.

```lean
/-- For unitary `U`, the coupling matrix acts on the localized orbitals by multiplying each
canonical amplitude by `K k ^ 2`. -/
theorem coupling_mulVec (K : n → ℝ) {U : Matrix n n ℂ} (hU : U ∈ Matrix.unitaryGroup n ℂ)
    (c : n → ℂ) (x : ℝ) :
    coupling K U *ᵥ localized K U c x = localized K U (fun k => (K k : ℂ) ^ 2 * c k) x := by
  have h : Uᴴ * U = 1 := Matrix.mem_unitaryGroup_iff'.mp hU
  unfold coupling localized
  rw [Matrix.mulVec_mulVec, Matrix.mul_assoc, h, Matrix.mul_one, ← Matrix.mulVec_mulVec]
  congr 1
  ext k
  rw [Matrix.mulVec_diagonal]
  simp only [canonical]
  ring
```

## (d) The coupled equations

For unitary $U$, show that

$$f_i''(x)=\sum_j L_{ij}f_j(x).$$

Applying (b) twice multiplies each amplitude by $(-K_k)^2=K_k^2$, and (c) identifies the sum as $(Lf)_i$. The Lean proof first replaces the function `deriv` by the formula from (b), then differentiates again.

In a Perdew-Zunger calculation the orthonormality constraints bring in Lagrange multipliers $\lambda_{ij}$. Where the potentials are negligible, the orbital equations read $-\tfrac12 f_i''=\sum_j\lambda_{ij}f_j$, which is the form above with $L=-2\lambda$. Where the energy is stationary, also under mixing of the orbitals, $\lambda$ is Hermitian. Diagonalising it, $\lambda=U\,\mathrm{diag}(\varepsilon_k)\,U^*$, gives the canonical energies, and the highest occupied one gives the smallest $K_k$. The model starts from $U$ and $K_k$; it does not derive them from the energy functional, and it leaves out the power-law prefactors that Coulomb tails and three dimensions introduce. It also neglects the differences between the orbital-dependent potentials. These fall off only as powers of the distance and couple the canonical orbitals, so in a full calculation even an orbital to which (h) assigns a faster decay can acquire the slowest exponential rate.

```lean
/-- For unitary `U`, the localized orbitals obey the coupled equations `f'' = L f` with `L = U
diag(K²) U*`. -/
theorem second_derivative (K : n → ℝ) {U : Matrix n n ℂ} (hU : U ∈ Matrix.unitaryGroup n ℂ)
    (c : n → ℂ) (i : n) (x : ℝ) :
    HasDerivAt (deriv fun y => localized K U c y i)
      ((coupling K U *ᵥ localized K U c x) i) x := by
  have hd : (deriv fun y => localized K U c y i) =
      fun y => localized K U (fun k => -(K k : ℂ) * c k) y i :=
    funext fun y => (hasDerivAt_localized K U c i y).deriv
  rw [hd, coupling_mulVec K hU]
  refine (hasDerivAt_localized K U (fun k => -(K k : ℂ) * c k) i x).congr_deriv ?_
  simp only [localized_apply]
  exact Finset.sum_congr rfl fun k _ => by ring
```

## (e) A single faster exponential

For complex $a$ and real $\kappa<q$, show that

$$\lim_{x\to\infty}e^{\kappa x}\,a\,e^{-qx}=0.$$

The product equals $a\,e^{-(q-\kappa)x}$, and $q-\kappa>0$. In Lean, `Tendsto` with `atTop` and `𝓝 0` expresses the limit. The proof establishes it for the real exponential, multiplies by $a$, and rewrites the exponent.

```lean
/-- An exponential with decay constant `q` vanishes at large distance even after
multiplication by `exp (κ x)`, if `κ < q`. -/
theorem tail_term (a : ℂ) {κ q : ℝ} (h : κ < q) :
    Tendsto (fun x : ℝ => ((Real.exp (κ * x) : ℝ) : ℂ) *
      (a * ((Real.exp (-q * x) : ℝ) : ℂ))) atTop (𝓝 0) := by
  have h1 : Tendsto (fun x : ℝ => Real.exp (-((q - κ) * x))) atTop (𝓝 0) :=
    Real.tendsto_exp_neg_atTop_nhds_zero.comp (tendsto_id.const_mul_atTop (sub_pos.2 h))
  have h2 := ((Complex.continuous_ofReal.tendsto 0).comp h1).const_mul a
  rw [Complex.ofReal_zero, mul_zero] at h2
  refine h2.congr fun x => ?_
  have e : -((q - κ) * x) = κ * x + -q * x := by ring
  simp only [Function.comp_apply]
  rw [e, Real.exp_add, Complex.ofReal_mul]
  ring
```

## (f) The common tail

Let $K_m<K_k$ for every $k\ne m$. Show that

$$\lim_{x\to\infty}e^{K_mx}f_i(x)=U_{im}c_m.$$

By (a),

$$e^{K_mx}f_i(x)=U_{im}c_m+\sum_{k\neq m}U_{ik}c_k e^{-(K_k-K_m)x},$$

and each term of the remaining sum vanishes by (e). The hypothesis `hm` says that the smallest constant is attained only at `m`; the others may coincide. Unitarity is not required. The proof gives each term its own limit, $U_{im}c_m$ for $k=m$ and zero otherwise, and adds them.

```lean
/-- If `K m` is smaller than every other decay constant, `exp (K m x)` times the localized orbital
`i` tends to `U i m * c m`. -/
theorem tail_limit {K : n → ℝ} {m : n} (hm : ∀ k, k ≠ m → K m < K k)
    (U : Matrix n n ℂ) (c : n → ℂ) (i : n) :
    Tendsto (fun x : ℝ => ((Real.exp (K m * x) : ℝ) : ℂ) * localized K U c x i)
      atTop (𝓝 (U i m * c m)) := by
  have h : ∀ k, Tendsto (fun x : ℝ => ((Real.exp (K m * x) : ℝ) : ℂ) *
      (U i k * c k * ((Real.exp (-K k * x) : ℝ) : ℂ))) atTop
      (𝓝 (if k = m then U i m * c m else 0)) := by
    intro k
    by_cases hk : k = m
    · -- the slowest exponential is compensated exactly
      rw [if_pos hk, hk]
      refine tendsto_const_nhds.congr fun x => ?_
      have e : ((Real.exp (K m * x) : ℝ) : ℂ) * ((Real.exp (-K m * x) : ℝ) : ℂ) = 1 := by
        rw [← Complex.ofReal_mul, ← Real.exp_add]
        simp
      linear_combination (-(U i m * c m)) * e
    · rw [if_neg hk]
      exact tail_term _ (hm k hk)
  have hs := tendsto_finsetSum Finset.univ (fun k _ => h k)
  simp only [Finset.sum_ite_eq', Finset.mem_univ, if_true] at hs
  refine hs.congr fun x => ?_
  rw [localized_apply, Finset.mul_sum]
```

## (g) The logarithmic decay rate

Under the same condition on $K_m$, and with $U_{im}c_m\neq0$, show that

$$\lim_{x\to\infty}\frac{-\log|f_i(x)|}{x}=K_m.$$

Put $g(x)=e^{K_mx}f_i(x)$. By (f), $g$ tends to a nonzero number, so $f_i(x)\ne0$ for large $x$, and there

$$-\frac{\log|f_i(x)|}{x}=K_m-\frac{\log|g(x)|}{x}.$$

The numerator $\log|g(x)|$ converges to $\log|U_{im}c_m|$, so the last quotient vanishes. In Lean, `hz` is the limit of the right-hand side, and `filter_upwards` restricts the identity to positive $x$ with $g(x)\neq0$.

When the rate is read from numerical orbitals, the constant $\log|U_{im}c_m|$ leaves an error of order $1/x$. Taking the slope of $-\log|f_i|$ between two distant points removes this constant. A power-law prefactor, which the model leaves out, still shifts the slope between $x$ and $2x$ by an amount of order $1/x$. In a Gaussian basis the fit must stop before the Gaussian tail of the basis takes over.

```lean
/-- If `K m` is smaller than every other decay constant and `U i m * c m` is nonzero, the localized
orbital `i` has logarithmic decay rate `K m`. -/
theorem decay_rate {K : n → ℝ} {m : n} (hm : ∀ k, k ≠ m → K m < K k)
    (U : Matrix n n ℂ) (c : n → ℂ) (i : n) (hne : U i m * c m ≠ 0) :
    Tendsto (fun x : ℝ => -Real.log ‖localized K U c x i‖ / x) atTop (𝓝 (K m)) := by
  have hT := tail_limit hm U c i
  have hz := ((hT.norm.log (norm_ne_zero_iff.2 hne)).div_atTop tendsto_id).const_sub (K m)
  rw [sub_zero] at hz
  refine hz.congr' ?_
  filter_upwards [eventually_gt_atTop (0 : ℝ), hT.eventually_ne hne] with x hx hfx
  have hf : ‖localized K U c x i‖ ≠ 0 := norm_ne_zero_iff.2 (right_ne_zero_of_mul hfx)
  show K m - Real.log ‖((Real.exp (K m * x) : ℝ) : ℂ) * localized K U c x i‖ / x = _
  rw [norm_mul, Complex.norm_real, Real.norm_of_nonneg (Real.exp_pos _).le,
    Real.log_mul (Real.exp_pos _).ne' hf, Real.log_exp, eq_div_iff hx.ne', sub_mul,
    div_mul_cancel₀ _ hx.ne']
  ring
```

## (h) An orbital without the slow component

Let $U_{im}c_m=0$ and let $\kappa<K_k$ for every $k\neq m$. Show that

$$\lim_{x\to\infty}e^{\kappa x}f_i(x)=0.$$

The term $k=m$ in (a) is zero, and (e) removes each of the others. If $K_m$ is the unique smallest constant, $\kappa$ can be chosen above it, so this orbital decays faster than the common tail. The Lean proof makes the same case distinction.

```lean
/-- A localized orbital without the canonical component `m` decays faster than `exp (-κ x)`
for every `κ` below all the other decay constants. -/
theorem faster_decay {K : n → ℝ} {m : n} {κ : ℝ} (hκ : ∀ k, k ≠ m → κ < K k)
    (U : Matrix n n ℂ) (c : n → ℂ) (i : n) (h0 : U i m * c m = 0) :
    Tendsto (fun x : ℝ => ((Real.exp (κ * x) : ℝ) : ℂ) * localized K U c x i)
      atTop (𝓝 0) := by
  have h : ∀ k, Tendsto (fun x : ℝ => ((Real.exp (κ * x) : ℝ) : ℂ) *
      (U i k * c k * ((Real.exp (-K k * x) : ℝ) : ℂ))) atTop (𝓝 0) := by
    intro k
    by_cases hk : k = m
    · simp only [hk, h0, zero_mul, mul_zero]
      exact tendsto_const_nhds
    · exact tail_term _ (hκ k hk)
  have hs := tendsto_finsetSum Finset.univ (fun k _ => h k)
  rw [Finset.sum_const_zero] at hs
  refine hs.congr fun x => ?_
  rw [localized_apply, Finset.mul_sum]
```

## (i) The columns of a unitary matrix

For unitary $U$, show that

$$\sum_i|U_{im}|^2=1.$$

This is the $(m,m)$ entry of $U^*U=1$, namely $\sum_i\overline{U_{im}}\,U_{im}=1$. The Lean proof extracts that entry as `hmm` and passes from the complex equation to the real one.

```lean
/-- Each column of a unitary matrix has unit norm. -/
theorem column_norm {U : Matrix n n ℂ} (hU : U ∈ Matrix.unitaryGroup n ℂ) (m : n) :
    ∑ i, ‖U i m‖ ^ 2 = 1 := by
  have h : Uᴴ * U = 1 := Matrix.mem_unitaryGroup_iff'.mp hU
  have hmm := congrFun (congrFun h m) m
  simp only [Matrix.mul_apply, Matrix.conjTranspose_apply, Matrix.one_apply_eq] at hmm
  apply Complex.ofReal_injective
  push_cast
  refine Eq.trans ?_ hmm
  exact Finset.sum_congr rfl fun i _ => (Complex.conj_mul' _).symm
```

## (j) The tail of the density

For unitary $U$ and $K_m$ as in (f), show that

$$\lim_{x\to\infty}e^{2K_mx}\sum_i|f_i(x)|^2=|c_m|^2.$$

Distribute the prefactor over the sum, so that each term becomes $|e^{K_mx}f_i(x)|^2$. By (f) this tends to $|U_{im}|^2|c_m|^2$, and summing over $i$ with (i) gives $|c_m|^2$. The sum is the density of singly occupied orbitals of one spin. For given canonical orbitals it equals $\sum_k|\varphi_k(x)|^2$ at every $x$, whichever unitary $U$ is chosen, although the share $|U_{im}|^2$ of the leading tail carried by each orbital does depend on $U$. In Lean, `e` evaluates the sum of the limits, and the closing lines distribute the prefactor.

```lean
/-- For unitary `U`, the summed density of the localized orbitals times `exp (2 K m x)` tends to `‖c
m‖ ^ 2`, if `K m` is smaller than every other decay constant. -/
theorem density_tail {K : n → ℝ} {m : n} (hm : ∀ k, k ≠ m → K m < K k)
    {U : Matrix n n ℂ} (hU : U ∈ Matrix.unitaryGroup n ℂ) (c : n → ℂ) :
    Tendsto (fun x : ℝ => Real.exp (2 * K m * x) * ∑ i, ‖localized K U c x i‖ ^ 2)
      atTop (𝓝 (‖c m‖ ^ 2)) := by
  have hs := tendsto_finsetSum Finset.univ
    (fun i _ => (tail_limit hm U c i).norm.pow 2)
  have e : ∑ i, ‖U i m * c m‖ ^ 2 = ‖c m‖ ^ 2 := by
    simp only [norm_mul, mul_pow]
    rw [← Finset.sum_mul, column_norm hU m, one_mul]
  rw [e] at hs
  refine hs.congr fun x => ?_
  rw [Finset.mul_sum]
  refine Finset.sum_congr rfl fun i _ => ?_
  have e2 : 2 * K m * x = K m * x + K m * x := by ring
  rw [norm_mul, Complex.norm_real, Real.norm_of_nonneg (Real.exp_pos _).le, e2, Real.exp_add]
  ring

end

end LocalizedOrbitalTails
```

```lean
#print axioms LocalizedOrbitalTails.second_derivative
-- 'LocalizedOrbitalTails.second_derivative' depends on axioms: [propext, Classical.choice, Quot.sound]
#print axioms LocalizedOrbitalTails.decay_rate
-- 'LocalizedOrbitalTails.decay_rate' depends on axioms: [propext, Classical.choice, Quot.sound]
#print axioms LocalizedOrbitalTails.faster_decay
-- 'LocalizedOrbitalTails.faster_decay' depends on axioms: [propext, Classical.choice, Quot.sound]
#print axioms LocalizedOrbitalTails.density_tail
-- 'LocalizedOrbitalTails.density_tail' depends on axioms: [propext, Classical.choice, Quot.sound]
```
